# The Dalgarno–Lewis dipole response of a nonrelativistic one-electron atom in its ground state: static polarisability $9/(2Z^4)$ in atomic units

A ground-state hydrogen atom in a weak uniform static electric field $F$ acquires a dipole moment $\alpha F$, and its energy falls by $\alpha F^2/2$. Second-order perturbation theory writes the polarisability $\alpha$ as a sum over all excited states, including the continuum. The Dalgarno–Lewis method replaces such sums by one inhomogeneous differential equation, solved here for the ground state in a uniform static field.

Take a fixed nucleus of charge $Z>0$. In atomic units the unperturbed Hamiltonian is $H_0=-\tfrac12\nabla^2-Z/r$, and the perturbation is $Fr\cos\theta$, with $\theta$ measured from the field direction. The ground state $\psi_0=e^{-Zr}$ has energy $E_0=-Z^2/2$, and its first-order correction obeys
$$(H_0-E_0)\psi_1=-Fr\cos\theta\,\psi_0 ,$$
since the first-order energy vanishes by parity.

```lean
import Mathlib

open MeasureTheory Filter Topology Set

namespace DalgarnoLewis

noncomputable section
```

The reduced radial ground state is $u_0=r\psi_0=re^{-Zr}$, called `ground`. It is unnormalised; the normalised function is $2Z^{3/2}re^{-Zr}$.

```lean
/-- The unnormalised reduced radial ground state `r exp(-Z r)` of a one-electron atom, for `Z > 0`.
-/
def ground (Z r : ℝ) : ℝ := r * Real.exp (-(Z * r))
```

Write $\psi_1=-F\cos\theta\,w(r)/r$. The claimed radial function, `response`, is
$$w=\left(\frac{r^2}{Z^2}+\frac{r^3}{2Z}\right)e^{-Zr}.$$

```lean
/-- The closed-form first-order radial function, for nuclear charge `Z > 0`. -/
def response (Z r : ℝ) : ℝ :=
  (r ^ 2 / Z ^ 2 + r ^ 3 / (2 * Z)) * Real.exp (-(Z * r))
```

Inserting $\psi_1$ gives the p-wave equation, whose centrifugal term is $1/r^2$:
$$-\tfrac12w''+\left(\frac1{r^2}-\frac Zr+\frac{Z^2}2\right)w=r\,u_0 .$$
The conditions $w\to0$ at the origin and at infinity exclude the singular and the growing homogeneous solutions. In `IsDipoleResponse`, `v` and `a` stand for $w'$ and $w''$, not for a potential or an acceleration.

```lean
/-- A dipole response `w` solves the p-wave Dalgarno-Lewis equation on `r > 0`, with source `r`
times the reduced ground state `ground`, and vanishes at the origin and at infinity. Here `v` and
`a` are the first and second derivatives of `w`. -/
structure IsDipoleResponse (Z : ℝ) (w : ℝ → ℝ) : Prop where
  equation : ∃ v a : ℝ → ℝ, ∀ r, 0 < r →
    HasDerivAt w (v r) r ∧ HasDerivAt v (a r) r ∧
      -a r / 2 + (1 / r ^ 2 - Z / r + Z ^ 2 / 2) * w r = r * ground Z r
  origin : Tendsto w (𝓝[>] 0) (𝓝 0)
  infinity : Tendsto w atTop (𝓝 0)
```

The second-order energy is $E_2=F\langle\psi_0|r\cos\theta|\psi_1\rangle/\langle\psi_0|\psi_0\rangle$, and $\alpha=-2E_2/F^2$, so
$$\alpha=2\,\langle\cos^2\theta\rangle\,\frac{\int_0^\infty u_0\,r\,w\,dr}{\int_0^\infty u_0^2\,dr},\qquad \langle\cos^2\theta\rangle=\tfrac12\int_{-1}^1c^2\,dc .$$
Lean takes this formula as the definition of `polarizability`. Its identification with the energy shift of the three-dimensional atom rests on the perturbation theory above, which is not formalised.

```lean
/-- The static dipole polarisability computed from a radial response `w`, for `Z > 0`: twice the
angular average of `cos²` times the radial dipole overlap, divided by the squared norm of `ground`.
-/
def polarizability (Z : ℝ) (w : ℝ → ℝ) : ℝ :=
  2 * ((∫ c in (-1 : ℝ)..1, c ^ 2) / 2) *
    ((∫ r in Ioi (0 : ℝ), ground Z r * r * w r) / ∫ r in Ioi (0 : ℝ), ground Z r ^ 2)
```

## The closed form solves the equation

For a cubic $p$, the product rule gives $(pe^{-Zr})'=(p'-Zp)e^{-Zr}$.

```lean
/-- The derivative of a cubic polynomial times `exp(-Z x)`, for any real `Z`. -/
theorem hasDerivAt_cubic_exp (c₀ c₁ c₂ c₃ Z r : ℝ) :
    HasDerivAt (fun x => (c₀ + c₁ * x + c₂ * x ^ 2 + c₃ * x ^ 3) * Real.exp (-(Z * x)))
      ((c₁ + 2 * c₂ * r + 3 * c₃ * r ^ 2
        - Z * (c₀ + c₁ * r + c₂ * r ^ 2 + c₃ * r ^ 3)) * Real.exp (-(Z * r))) r := by
  have hp : HasDerivAt (fun x : ℝ => c₀ + c₁ * x + c₂ * x ^ 2 + c₃ * x ^ 3)
      (c₁ + 2 * c₂ * r + 3 * c₃ * r ^ 2) r := by
    have h := ((((hasDerivAt_id' r).const_mul c₁).const_add c₀).fun_add
      ((hasDerivAt_pow 2 r).const_mul c₂)).fun_add ((hasDerivAt_pow 3 r).const_mul c₃)
    exact h.congr_deriv (by norm_num; ring)
  have he := ((hasDerivAt_id' r).const_mul Z).fun_neg.exp
  exact (hp.fun_mul he).congr_deriv (by ring)
```

Applying this twice,
$$w'=\left(\frac{2r}{Z^2}+\frac{r^2}{2Z}-\frac{r^3}2\right)e^{-Zr},\qquad
w''=\left(\frac2{Z^2}-\frac rZ-2r^2+\frac{Zr^3}2\right)e^{-Zr}.$$
The potential term is
$$\left(\frac1{Z^2}-\frac r{2Z}+\frac{Zr^3}4\right)e^{-Zr}.$$
Adding $-w''/2$ leaves $r^2e^{-Zr}=r\,u_0$. In Lean, `field_simp` and `ring` make this polynomial comparison. Continuity gives the limit at the origin. At infinity, $t=Zr$ turns $w$ into $(t^2+t^3/2)e^{-t}/Z^4$, which tends to zero.

```lean
/-- For `Z > 0` the closed form is a dipole response. -/
theorem response_isDipoleResponse {Z : ℝ} (hZ : 0 < Z) :
    IsDipoleResponse Z (response Z) := by
  have hZ0 : Z ≠ 0 := hZ.ne'
  refine ⟨⟨fun r => (0 + 2 / Z ^ 2 * r + 1 / (2 * Z) * r ^ 2 + (-1 / 2) * r ^ 3)
      * Real.exp (-(Z * r)),
    fun r => (2 / Z ^ 2 + 2 * (1 / (2 * Z)) * r + 3 * (-1 / 2) * r ^ 2
      - Z * (0 + 2 / Z ^ 2 * r + 1 / (2 * Z) * r ^ 2 + (-1 / 2) * r ^ 3))
      * Real.exp (-(Z * r)), fun r hr => ⟨?_, hasDerivAt_cubic_exp _ _ _ _ Z r, ?_⟩⟩, ?_, ?_⟩
  · have hw : response Z = fun x =>
        (0 + 0 * x + 1 / Z ^ 2 * x ^ 2 + 1 / (2 * Z) * x ^ 3) * Real.exp (-(Z * x)) := by
      funext x
      unfold response
      ring
    rw [hw]
    refine (hasDerivAt_cubic_exp _ _ _ _ Z r).congr_deriv ?_
    congr 1
    field_simp
    ring
  · have hr0 : r ≠ 0 := hr.ne'
    simp only [response, ground]
    field_simp
    ring
  · have hc : Continuous (response Z) := by
      unfold response
      fun_prop
    have h := hc.tendsto 0
    have h0 : response Z 0 = 0 := by simp [response]
    rw [h0] at h
    exact h.mono_left nhdsWithin_le_nhds
  · -- powers of `Z r` are beaten by the exponential
    have ht : Tendsto (fun r : ℝ => Z * r) atTop atTop := tendsto_id.const_mul_atTop hZ
    have h := (((Real.tendsto_pow_mul_exp_neg_atTop_nhds_zero 2).comp ht).const_mul
      (1 / Z ^ 4)).add (((Real.tendsto_pow_mul_exp_neg_atTop_nhds_zero 3).comp ht).const_mul
      (1 / (2 * Z ^ 4)))
    have h' : Tendsto (response Z) atTop (𝓝 (1 / Z ^ 4 * 0 + 1 / (2 * Z ^ 4) * 0)) :=
      h.congr (fun r => by
        simp only [Function.comp_apply, response]
        field_simp)
    simpa using h'
```

## No other response meets both boundary conditions

Let $d=w_1-w_2$ be the difference of two responses. The sources cancel, and
$$d''=\left[\frac1{r^2}+\left(\frac1r-Z\right)^2\right]d,\qquad (d^2)''=2d'^2+2d\,d''\ge0 .$$
Thus $d^2$ is convex. If it were positive at some $r$, the boundary limits would supply points $a<r<b$ where it is smaller than at $r$. A convex function cannot exceed the larger of its end values, so $d=0$.

In the proof, `key` is the equation for $d''$, `hconv` the convexity, and `le_max_of_mem_Icc` the end-value bound. The argument holds for every real $Z$.

```lean
/-- Two dipole responses for the same nuclear charge agree at every `r > 0`. -/
theorem response_unique {Z : ℝ} {w₁ w₂ : ℝ → ℝ} (h₁ : IsDipoleResponse Z w₁)
    (h₂ : IsDipoleResponse Z w₂) {r : ℝ} (hr : 0 < r) : w₁ r = w₂ r := by
  obtain ⟨v₁, a₁, e₁⟩ := h₁.equation
  obtain ⟨v₂, a₂, e₂⟩ := h₂.equation
  have hd : ∀ x, 0 < x → HasDerivAt (fun y => (w₁ y - w₂ y) * (w₁ y - w₂ y))
      (2 * (w₁ x - w₂ x) * (v₁ x - v₂ x)) x := fun x hx =>
    (((e₁ x hx).1.fun_sub (e₂ x hx).1).fun_mul
      ((e₁ x hx).1.fun_sub (e₂ x hx).1)).congr_deriv (by ring)
  have hdd : ∀ x, 0 < x → HasDerivAt (fun y => 2 * (w₁ y - w₂ y) * (v₁ y - v₂ y))
      (2 * (v₁ x - v₂ x) ^ 2 + 2 * (w₁ x - w₂ x) * (a₁ x - a₂ x)) x := fun x hx =>
    ((((e₁ x hx).1.fun_sub (e₂ x hx).1).const_mul 2).fun_mul
      ((e₁ x hx).2.1.fun_sub (e₂ x hx).2.1)).congr_deriv (by ring)
  -- the effective potential minus the energy is a sum of squares
  have hnn : ∀ x, 0 < x →
      0 ≤ 2 * (v₁ x - v₂ x) ^ 2 + 2 * (w₁ x - w₂ x) * (a₁ x - a₂ x) := by
    intro x hx
    have key : a₁ x - a₂ x = ((1 / x) ^ 2 + (1 / x - Z) ^ 2) * (w₁ x - w₂ x) := by
      linear_combination (-2) * (e₁ x hx).2.2 + 2 * (e₂ x hx).2.2
    calc 0 ≤ 2 * (v₁ x - v₂ x) ^ 2
          + 2 * ((1 / x) ^ 2 + (1 / x - Z) ^ 2) * (w₁ x - w₂ x) ^ 2 := by positivity
      _ = 2 * (v₁ x - v₂ x) ^ 2 + 2 * (w₁ x - w₂ x) * (a₁ x - a₂ x) := by
          rw [key]
          ring
  have hconv : ConvexOn ℝ (Ioi 0) (fun y => (w₁ y - w₂ y) * (w₁ y - w₂ y)) :=
    convexOn_of_hasDerivWithinAt2_nonneg (convex_Ioi 0)
      (fun x hx => (hd x hx).continuousAt.continuousWithinAt)
      (fun x hx => (hd x (interior_subset hx)).hasDerivWithinAt)
      (fun x hx => (hdd x (interior_subset hx)).hasDerivWithinAt)
      (fun x hx => hnn x (interior_subset hx))
  -- a convex function that vanishes at both ends cannot be positive in between
  by_contra hne
  have hpos : 0 < (w₁ r - w₂ r) * (w₁ r - w₂ r) := mul_self_pos.2 (sub_ne_zero.2 hne)
  have hlt : ((0 : ℝ) - 0) * (0 - 0) < (w₁ r - w₂ r) * (w₁ r - w₂ r) := by
    rw [sub_zero, mul_zero]
    exact hpos
  have t₀ := h₁.origin.sub h₂.origin
  have t₁ := h₁.infinity.sub h₂.infinity
  obtain ⟨a, ha, ha'⟩ := (((t₀.mul t₀).eventually_lt_const hlt).and
    (Ioo_mem_nhdsGT hr)).exists
  obtain ⟨b, hb, hb'⟩ := (((t₁.mul t₁).eventually_lt_const hlt).and
    (eventually_gt_atTop r)).exists
  exact absurd (hconv.le_max_of_mem_Icc (mem_Ioi.2 ha'.1) (mem_Ioi.2 (hr.trans hb'))
    ⟨ha'.2.le, hb'.le⟩) (not_le_of_gt (max_lt ha hb))
```

## From moments to the polarisability

With $I_n=\int_0^\infty r^ne^{-br}dr$ and $b>0$, integration by parts gives $I_n=(n/b)I_{n-1}$ for $n\ge1$. Since $I_0=1/b$, it follows that $I_n=n!/b^{n+1}$. Lean obtains this from the Gamma integral.

```lean
/-- The exponential moments on the half-line: `n! / b ^ (n + 1)` for `b > 0`. -/
theorem integral_moment (n : ℕ) {b : ℝ} (hb : 0 < b) :
    ∫ r in Ioi (0 : ℝ), r ^ n * Real.exp (-(b * r)) = n.factorial / b ^ (n + 1) := by
  have h := Real.integral_rpow_mul_exp_neg_mul_Ioi (a := (n : ℝ) + 1) (by positivity) hb
  rw [Real.Gamma_nat_eq_factorial] at h
  simp only [add_sub_cancel_right, Real.rpow_natCast] at h
  rw [h, ← Nat.cast_succ, Real.rpow_natCast, Nat.succ_eq_add_one, one_div, inv_pow]
  ring
```

Setting $b=2Z$,
$$\int_0^\infty u_0\,r\,w\,dr=\frac1{Z^2}\frac{4!}{(2Z)^5}+\frac1{2Z}\frac{5!}{(2Z)^6}=\frac{3}{4Z^7}+\frac{15}{16Z^7}=\frac{27}{16Z^7}.$$
Splitting the integral requires integrability. Lean assigns the value zero to the integral of a non-integrable function, so the nonzero moments establish it.

```lean
/-- For `Z > 0` the radial dipole overlap of ground state and closed form is `27 / (16 Z⁷)`. -/
theorem dipole_overlap {Z : ℝ} (hZ : 0 < Z) :
    ∫ r in Ioi (0 : ℝ), ground Z r * r * response Z r = 27 / (16 * Z ^ 7) := by
  have hb : 0 < 2 * Z := by positivity
  -- a nonzero integral certifies integrability
  have hint : ∀ n : ℕ, Integrable (fun r : ℝ => r ^ n * Real.exp (-(2 * Z * r)))
      (volume.restrict (Ioi 0)) := by
    intro n
    by_contra h
    have h0 := integral_undef h
    rw [integral_moment n hb] at h0
    have : (0 : ℝ) < n.factorial / (2 * Z) ^ (n + 1) := by positivity
    exact this.ne' h0
  have hf : (fun r => ground Z r * r * response Z r) = fun r =>
      1 / Z ^ 2 * (r ^ 4 * Real.exp (-(2 * Z * r)))
        + 1 / (2 * Z) * (r ^ 5 * Real.exp (-(2 * Z * r))) := by
    funext r
    have he : Real.exp (-(2 * Z * r)) = Real.exp (-(Z * r)) * Real.exp (-(Z * r)) := by
      rw [← Real.exp_add]
      congr 1
      ring
    rw [he]
    unfold ground response
    ring
  rw [hf, integral_add ((hint 4).const_mul _) ((hint 5).const_mul _), integral_const_mul,
    integral_const_mul, integral_moment 4 hb, integral_moment 5 hb]
  norm_num [Nat.factorial]
  field_simp
  norm_num
```

The squared norm of $u_0$ is $2!/(2Z)^3=1/(4Z^3)$ and the angular average is $1/3$, hence
$$\alpha=\frac23\cdot4Z^3\cdot\frac{27}{16Z^7}=\frac9{2Z^4}.$$
By uniqueness, `polarizability_eq` holds for any function satisfying `IsDipoleResponse`, however it was found.

```lean
/-- For `Z > 0` every dipole response gives the static polarisability `9 / (2 Z⁴)`. -/
theorem polarizability_eq {Z : ℝ} (hZ : 0 < Z) {w : ℝ → ℝ} (h : IsDipoleResponse Z w) :
    polarizability Z w = 9 / (2 * Z ^ 4) := by
  have hang : ∫ c in (-1 : ℝ)..1, c ^ 2 = 2 / 3 := by
    rw [integral_pow]
    norm_num
  have hnorm : ∫ r in Ioi (0 : ℝ), ground Z r ^ 2 = 1 / (4 * Z ^ 3) := by
    have hf : (fun r => ground Z r ^ 2) = fun r => r ^ 2 * Real.exp (-(2 * Z * r)) := by
      funext r
      have he : Real.exp (-(2 * Z * r)) = Real.exp (-(Z * r)) * Real.exp (-(Z * r)) := by
        rw [← Real.exp_add]
        congr 1
        ring
      rw [he]
      unfold ground
      ring
    rw [hf, integral_moment 2 (by positivity : 0 < 2 * Z)]
    norm_num [Nat.factorial]
    field_simp
    norm_num
  -- uniqueness replaces `w` by the closed form
  have hover : ∫ r in Ioi (0 : ℝ), ground Z r * r * w r = 27 / (16 * Z ^ 7) := by
    rw [← dipole_overlap hZ]
    refine setIntegral_congr_fun measurableSet_Ioi (fun r hr => ?_)
    simp only [response_unique h (response_isDipoleResponse hZ) hr]
  unfold polarizability
  rw [hang, hnorm, hover]
  field_simp
  norm_num
```

For He⁺, $Z=2$: the overlap is $27/2048$, the squared norm $1/32$, their ratio $27/64$, and $\alpha=9/32=0.28125$ atomic units.

In a radial-grid calculation for this one-electron model, a three-point difference for $w''$ turns the equation into a tridiagonal linear system with $w=0$ at both ends. Since the squared norm $1/(4Z^3)$ is known, one solve and one quadrature then give an approximation to $\alpha$, with no excited states computed.

For hydrogen, $Z=1$, the prefactor is $\frac23\cdot4=\frac83$, and $\frac83\cdot\frac{27}{16}=\frac92$. The last theorem states this integral and the explicit response together.

```lean
/-- For hydrogen, `(r² + r³/2) exp(-r)` is a dipole response, and `8/3` times its overlap
with `r² exp(-r)` is `9/2`. -/
theorem hydrogen :
    IsDipoleResponse 1 (fun r => (r ^ 2 + r ^ 3 / 2) * Real.exp (-r)) ∧
      8 / 3 * ∫ r in Ioi (0 : ℝ),
        r ^ 2 * Real.exp (-r) * ((r ^ 2 + r ^ 3 / 2) * Real.exp (-r)) = 9 / 2 := by
  constructor
  · have e : response 1 = fun r => (r ^ 2 + r ^ 3 / 2) * Real.exp (-r) := by
      funext r
      simp [response]
    rw [← e]
    exact response_isDipoleResponse one_pos
  · have hi : (fun r : ℝ => r ^ 2 * Real.exp (-r) * ((r ^ 2 + r ^ 3 / 2) * Real.exp (-r)))
        = fun r => ground 1 r * r * response 1 r := by
      funext r
      simp only [ground, response, one_mul]
      ring
    rw [hi, dipole_overlap one_pos]
    norm_num

end

end DalgarnoLewis
```

```lean
#print axioms DalgarnoLewis.polarizability_eq
#print axioms DalgarnoLewis.hydrogen
```

```
'DalgarnoLewis.polarizability_eq' depends on axioms: [propext, Classical.choice, Quot.sound]
'DalgarnoLewis.hydrogen' depends on axioms: [propext, Classical.choice, Quot.sound]
```
